# Linear finite elements with the exact overlap matrix on a uniform one-dimensional mesh overestimate the kinetic energy of plane waves with 0 < kh ≤ π, with leading relative error (kh)²/12

## An infinite mesh with three-point stencils

The mesh is taken to be infinite and uniform, so that a function on the integers lists the nodal values and the finite-element matrices act on it as three-point stencils. There are no boundaries, and a sampled plane wave is then an exact eigenvector.

Let h > 0 be the mesh spacing, and let φ_j be the hat function that equals 1 at node j, vanishes at all other nodes and is linear in between. In units with ħ = m = 1, the kinetic operator is −½ d²/dx². The slopes of φ_j are ±1/h on its two elements, so the nonzero matrix elements are

½ ∫ φ_j′² dx = 1/h,  ½ ∫ φ_j′ φ_{j±1}′ dx = −1/(2h),

∫ φ_j² dx = 2h/3,  ∫ φ_j φ_{j±1} dx = h/6.

Acting on nodal values u_j, the kinetic matrix K and the overlap matrix M give

(Ku)_j = (2u_j − u_{j+1} − u_{j−1})/(2h),

(Mu)_j = h(u_{j−1} + 4u_j + u_{j+1})/6.

The Lean file takes these two stencils as the definitions `kinetic` and `overlap`; the integrals above are the reason for them.

## The eigenvalue of a sampled plane wave

For wavenumber k, put t = kh and u_j = exp(itj). The neighbours of node j satisfy

u_{j+1} + u_{j−1} = (exp(it) + exp(−it)) u_j = 2 cos t · u_j.

Inserting this in the stencils gives

(Ku)_j = (1 − cos t)/h · u_j,  (Mu)_j = h(2 + cos t)/3 · u_j.

Since u_j ≠ 0 and 2 + cos t > 0, the generalized eigenvalue equation Ku = E Mu holds exactly when

E = 3(1 − cos t)/(h²(2 + cos t)) = f(t)/(2h²),  f(t) = 6(1 − cos t)/(2 + cos t).

The exact kinetic energy is k²/2 = t²/(2h²). Comparing the two energies therefore means comparing f(t) with t².

## What the theorems say

In Lean, f is `dispersion`, the nodal values exp(itj) are `planeWave t j`, and f(kh)/(2h²) is `energy h k`. The main theorem, `dispersion_overestimate`, has two parts:

t² < f(t) for 0 < t ≤ π,

(f(t) − t²)/t⁴ → 1/12 as t → 0.

The filter `𝓝[≠] 0` means that t approaches zero from either side without being zero.

Two further theorems connect this with the finite-element problem, and a third compares the error at t = π with the leading term t⁴/12:

- `planeWave_eigen_iff` says that, for h ≠ 0, the eigenvalue equation holds at every node if and only if E equals `energy h k`. Here E may be any complex number, so reality of the eigenvalue is a conclusion.
- `relative_energy_error` says that, at fixed k ≠ 0, the relative kinetic-energy error divided by h² tends to k²/12. Lean also admits negative h, while a physical mesh has h > 0.
- `zone_boundary_error` says that f(π) − π² < π⁴/12.

For real-space electronic structure, this quantifies the kinetic discretisation error of a free particle in one dimension on a uniform mesh. The sign of the error depends on the overlap matrix: if M is lumped, that is, replaced by h times the identity, the eigenvalue becomes (1 − cos t)/h², which lies below k²/2 for t ≠ 0. Potentials, non-uniform meshes, boundary conditions and higher-order elements are not treated.

## Bounds on the cosine

Start from cos x ≥ 1 − x²/2. For x ≥ 0, integrating from 0 to x gives sin x ≥ x − x³/6. A second integration gives cos x ≤ 1 − x²/2 + x⁴/24. Four more integrations, alternating between sine and cosine, lead to L(t) ≤ cos t ≤ U(t), where

L(t) = 1 − t²/2 + t⁴/24 − t⁶/720,

U(t) = L(t) + t⁸/40320.

All three functions are even, so the bounds hold for every real t.

## Strict overestimation up to the zone boundary

Multiplying by the positive denominator turns f(t) > t² into

6 − 2t² − (6 + t²) cos t > 0.

Replacing cos t by U(t) can only lower the left side. With s = t², expansion gives

6 − 2t² − (6 + t²)U(t) = t⁴ q(s),

q(s) = 1/4 − s/30 + 5s²/4032 − s³/40320.

The cubic can be rearranged as

40320 q(s) = (10 − s)(s − 20)² + 6080 − 544s.

For s ≤ 10 the product is nonnegative and the remainder is at least 640, so q(s) > 0. Since π < 3.15, every t in (0, π] has t² < 10, and the strict inequality follows.

## The coefficient 1/12

For |t| ≤ 1 the error obeys

t⁴/12 ≤ f(t) − t² ≤ t⁴/12 + t⁶/240.

For the lower bound, clear the denominator and use cos t ≤ U(t). It suffices that

t⁶/120 − t⁸/448 + 11t¹⁰/120960 − t¹²/483840 ≥ 0.

This is true because t⁸ ≤ t⁶ and t¹² ≤ t¹⁰. For the upper bound, use cos t ≥ L(t). It suffices that

t⁶/240 + t¹⁰/17280 − t¹²/172800 ≥ 0,

which holds for the same reason. Dividing by t⁴ for t ≠ 0 gives

1/12 ≤ (f(t) − t²)/t⁴ ≤ 1/12 + t²/240,

and both outer terms tend to 1/12.

For the energy itself, with t = kh,

(E − k²/2)/(k²/2) = (f(t) − t²)/t².

Division by h² turns the right side into k²(f(t) − t²)/t⁴, which tends to k²/12 as h → 0.

The lower bound t⁴/12 does not extend to the whole Brillouin zone. At t = π we have f(π) = 12, and π² > 9 gives π² + π⁴/12 > 9 + 81/12 > 12. The error at the zone boundary is thus positive but smaller than the leading term predicts.

## The Lean file

```lean
import Mathlib

open Real Filter Topology

namespace LinearElementDispersion

noncomputable section

/-- The dimensionless plane-wave eigenvalue of linear elements, as a function of `t = k h`. -/
def dispersion (t : ℝ) : ℝ := 6 * (1 - cos t) / (2 + cos t)

/-- Nodal values of a plane wave whose phase advances by `t` per element. -/
def planeWave (t : ℝ) (j : ℤ) : ℂ := Complex.exp (t * j * Complex.I)

/-- The kinetic-energy matrix of linear hat functions acting on nodal values,
for mesh spacing `h ≠ 0`. -/
def kinetic (h : ℝ) (u : ℤ → ℂ) (j : ℤ) : ℂ :=
  (2 * u j - u (j + 1) - u (j - 1)) / (2 * h)

/-- The overlap (mass) matrix of linear hat functions acting on nodal values. -/
def overlap (h : ℝ) (u : ℤ → ℂ) (j : ℤ) : ℂ :=
  h * (u (j - 1) + 4 * u j + u (j + 1)) / 6

/-- The finite-element kinetic energy at wavenumber `k`, for mesh spacing `h ≠ 0`. -/
def energy (h k : ℝ) : ℝ := dispersion (k * h) / (2 * h ^ 2)

theorem two_add_cos_pos (t : ℝ) : 0 < 2 + cos t := by
  linarith [neg_one_le_cos t]

/-- The two neighbours of a node in a plane wave sum to `2 cos t` times the nodal value. -/
theorem planeWave_neighbours (t : ℝ) (j : ℤ) :
    planeWave t (j + 1) + planeWave t (j - 1) = 2 * (cos t : ℝ) * planeWave t j := by
  have e1 : planeWave t (j + 1) = planeWave t j * Complex.exp (t * Complex.I) := by
    unfold planeWave
    rw [← Complex.exp_add]
    congr 1
    push_cast
    ring
  have e2 : planeWave t (j - 1) = planeWave t j * Complex.exp (-t * Complex.I) := by
    unfold planeWave
    rw [← Complex.exp_add]
    congr 1
    push_cast
    ring
  rw [e1, e2, Complex.ofReal_cos, Complex.cos]
  ring

/-- A plane wave solves the generalized finite-element eigenvalue equation with eigenvalue `E`
exactly when `E` is the finite-element kinetic energy. -/
theorem planeWave_eigen_iff {h : ℝ} (hh : h ≠ 0) (k : ℝ) (E : ℂ) :
    (∀ j, kinetic h (planeWave (k * h)) j = E * overlap h (planeWave (k * h)) j) ↔
      E = (energy h k : ℂ) := by
  have hc := (two_add_cos_pos (k * h)).ne'
  have hK : ∀ j, kinetic h (planeWave (k * h)) j =
      (1 - (cos (k * h) : ℝ)) / h * planeWave (k * h) j := fun j => by
    unfold kinetic
    linear_combination (-(1 / (2 * (h : ℂ)))) * planeWave_neighbours (k * h) j
  have hM : ∀ j, overlap h (planeWave (k * h)) j =
      h * (2 + (cos (k * h) : ℝ)) / 3 * planeWave (k * h) j := fun j => by
    unfold overlap
    linear_combination ((h : ℂ) / 6) * planeWave_neighbours (k * h) j
  have hR : energy h k * (h * (2 + cos (k * h)) / 3) = (1 - cos (k * h)) / h := by
    unfold energy dispersion
    field_simp
    ring
  have hE : (energy h k : ℂ) * (h * (2 + (cos (k * h) : ℝ)) / 3) =
      (1 - (cos (k * h) : ℝ)) / h := by exact_mod_cast hR
  have hm : (h : ℂ) * (2 + (cos (k * h) : ℝ)) / 3 ≠ 0 := by
    have : h * (2 + cos (k * h)) / 3 ≠ 0 := div_ne_zero (mul_ne_zero hh hc) (by norm_num)
    exact_mod_cast this
  constructor
  · intro H
    have h0 := H 0
    rw [hK, hM] at h0
    have hw : planeWave (k * h) 0 ≠ 0 := Complex.exp_ne_zero _
    have h1 : E * (h * (2 + (cos (k * h) : ℝ)) / 3) = (1 - (cos (k * h) : ℝ)) / h :=
      mul_right_cancel₀ hw (by linear_combination -h0)
    exact mul_right_cancel₀ hm (h1.trans hE.symm)
  · rintro rfl j
    rw [hK, hM]
    linear_combination (-(planeWave (k * h) j)) * hE

/-- A differentiable function on `ℝ` that vanishes at the origin and has nonnegative slope for `x ≥
0` is nonnegative there. -/
theorem nonneg_of_slope {g g' : ℝ → ℝ} (h0 : g 0 = 0) (hd : ∀ x, HasDerivAt g (g' x) x)
    (hp : ∀ x, 0 ≤ x → 0 ≤ g' x) : ∀ x, 0 ≤ x → 0 ≤ g x := by
  have hm : MonotoneOn g (Set.Ici 0) := monotoneOn_of_deriv_nonneg (convex_Ici 0)
    (fun x _ => (hd x).continuousAt.continuousWithinAt)
    (fun x _ => (hd x).differentiableAt.differentiableWithinAt)
    (fun x hx => by
      rw [interior_Ici] at hx
      rw [(hd x).deriv]
      exact hp x (Set.mem_Ioi.mp hx).le)
  intro x hx
  have := hm (Set.mem_Ici.mpr le_rfl) (Set.mem_Ici.mpr hx) hx
  rwa [h0] at this

/-- The cosine lies between its Taylor polynomials of degree six and eight. -/
theorem cos_enclosure (t : ℝ) :
    1 - t ^ 2 / 2 + t ^ 4 / 24 - t ^ 6 / 720 ≤ cos t ∧
      cos t ≤ 1 - t ^ 2 / 2 + t ^ 4 / 24 - t ^ 6 / 720 + t ^ 8 / 40320 := by
  have p (n : ℕ) (c x : ℝ) := (hasDerivAt_pow n x).div_const c
  have one (x : ℝ) := hasDerivAt_const x (1 : ℝ)
  -- each bound is the integral of the preceding one
  have s3 := nonneg_of_slope (g := fun x => sin x - (x - x ^ 3 / 6))
    (g' := fun x => cos x - (1 - x ^ 2 / 2)) (by simp)
    (fun x => ((hasDerivAt_sin x).fun_sub ((hasDerivAt_id' x).fun_sub (p 3 6 x))).congr_deriv
      (by simp only [Nat.cast_ofNat, Nat.reduceSub]; ring))
    (fun x _ => by linarith [one_sub_sq_div_two_le_cos (x := x)])
  have c4 := nonneg_of_slope (g := fun x => 1 - x ^ 2 / 2 + x ^ 4 / 24 - cos x)
    (g' := fun x => sin x - (x - x ^ 3 / 6)) (by simp)
    (fun x => ((((one x).fun_sub (p 2 2 x)).fun_add (p 4 24 x)).fun_sub
      (hasDerivAt_cos x)).congr_deriv
      (by simp only [Nat.cast_ofNat, Nat.reduceSub]; ring)) s3
  have s5 := nonneg_of_slope (g := fun x => x - x ^ 3 / 6 + x ^ 5 / 120 - sin x)
    (g' := fun x => 1 - x ^ 2 / 2 + x ^ 4 / 24 - cos x) (by simp)
    (fun x => ((((hasDerivAt_id' x).fun_sub (p 3 6 x)).fun_add (p 5 120 x)).fun_sub
      (hasDerivAt_sin x)).congr_deriv
      (by simp only [Nat.cast_ofNat, Nat.reduceSub]; ring)) c4
  have c6 := nonneg_of_slope
    (g := fun x => cos x - (1 - x ^ 2 / 2 + x ^ 4 / 24 - x ^ 6 / 720))
    (g' := fun x => x - x ^ 3 / 6 + x ^ 5 / 120 - sin x) (by simp)
    (fun x => ((hasDerivAt_cos x).fun_sub ((((one x).fun_sub (p 2 2 x)).fun_add
      (p 4 24 x)).fun_sub (p 6 720 x))).congr_deriv
      (by simp only [Nat.cast_ofNat, Nat.reduceSub]; ring)) s5
  have s7 := nonneg_of_slope
    (g := fun x => sin x - (x - x ^ 3 / 6 + x ^ 5 / 120 - x ^ 7 / 5040))
    (g' := fun x => cos x - (1 - x ^ 2 / 2 + x ^ 4 / 24 - x ^ 6 / 720)) (by simp)
    (fun x => ((hasDerivAt_sin x).fun_sub ((((hasDerivAt_id' x).fun_sub (p 3 6 x)).fun_add
      (p 5 120 x)).fun_sub (p 7 5040 x))).congr_deriv
      (by simp only [Nat.cast_ofNat, Nat.reduceSub]; ring)) c6
  have c8 := nonneg_of_slope
    (g := fun x => 1 - x ^ 2 / 2 + x ^ 4 / 24 - x ^ 6 / 720 + x ^ 8 / 40320 - cos x)
    (g' := fun x => sin x - (x - x ^ 3 / 6 + x ^ 5 / 120 - x ^ 7 / 5040)) (by simp)
    (fun x => ((((((one x).fun_sub (p 2 2 x)).fun_add (p 4 24 x)).fun_sub
      (p 6 720 x)).fun_add (p 8 40320 x)).fun_sub (hasDerivAt_cos x)).congr_deriv
      (by simp only [Nat.cast_ofNat, Nat.reduceSub]; ring)) s7
  rcases le_total 0 t with ht | ht
  · have a := c6 t ht
    have b := c8 t ht
    constructor <;> linarith
  · have a := c6 (-t) (by linarith)
    have b := c8 (-t) (by linarith)
    simp only [cos_neg] at a b
    constructor <;> linarith

/-- For `|t| ≤ 1` the eigenvalue error is at least `t⁴/12` and exceeds it by at most `t⁶/240`. -/
theorem dispersion_error_bounds {t : ℝ} (ht : |t| ≤ 1) :
    t ^ 4 / 12 ≤ dispersion t - t ^ 2 ∧
      dispersion t - t ^ 2 ≤ t ^ 4 / 12 + t ^ 6 / 240 := by
  obtain ⟨lo, hi⟩ := cos_enclosure t
  have hs : t ^ 2 ≤ 1 := (sq_le_one_iff_abs_le_one t).2 ht
  have a : 0 ≤ t ^ 6 * (1 - t ^ 2) := mul_nonneg (by positivity) (by linarith)
  have b : 0 ≤ t ^ 10 * (1 - t ^ 2) := mul_nonneg (by positivity) (by linarith)
  have c : 0 ≤ t ^ 6 := by positivity
  have d : 0 ≤ t ^ 10 := by positivity
  have lower : t ^ 2 + t ^ 4 / 12 ≤ dispersion t := by
    unfold dispersion
    rw [le_div_iff₀ (two_add_cos_pos t)]
    have := mul_le_mul_of_nonneg_left hi (show 0 ≤ 6 + t ^ 2 + t ^ 4 / 12 by positivity)
    linarith
  have upper : dispersion t ≤ t ^ 2 + t ^ 4 / 12 + t ^ 6 / 240 := by
    unfold dispersion
    rw [div_le_iff₀ (two_add_cos_pos t)]
    have := mul_le_mul_of_nonneg_left lo
      (show 0 ≤ 6 + t ^ 2 + t ^ 4 / 12 + t ^ 6 / 240 by positivity)
    linarith
  constructor <;> linarith

/-- The linear-element eigenvalue lies strictly above `t²` for `0 < t ≤ π`, and its error
divided by `t⁴` tends to `1/12` as `t` tends to zero. -/
theorem dispersion_overestimate :
    (∀ t, 0 < t → t ≤ π → t ^ 2 < dispersion t) ∧
      Tendsto (fun t => (dispersion t - t ^ 2) / t ^ 4) (𝓝[≠] 0) (𝓝 (1 / 12)) := by
  constructor
  · intro t ht hπ
    have hs : t ^ 2 ≤ 10 := by nlinarith [pi_lt_d2]
    -- the cubic in t² left over from the Taylor bound is positive up to t² = 10
    have hq : 0 < 1 / 4 - t ^ 2 / 30 + 5 * t ^ 4 / 4032 - t ^ 6 / 40320 := by
      have := mul_nonneg (sub_nonneg.2 hs) (sq_nonneg (t ^ 2 - 20))
      linarith
    have h1 := mul_pos (pow_pos ht 4) hq
    have h2 := mul_le_mul_of_nonneg_left (cos_enclosure t).2
      (show 0 ≤ 6 + t ^ 2 by positivity)
    unfold dispersion
    rw [lt_div_iff₀ (two_add_cos_pos t)]
    linarith
  · have hu : Tendsto (fun t : ℝ => 1 / 12 + t ^ 2 / 240) (𝓝[≠] 0) (𝓝 (1 / 12)) := by
      have hc : Continuous (fun t : ℝ => 1 / 12 + t ^ 2 / 240) := by fun_prop
      simpa using (hc.tendsto 0).mono_left nhdsWithin_le_nhds
    have hev : ∀ᶠ t in 𝓝[≠] (0 : ℝ), |t| ≤ 1 ∧ t ≠ 0 := by
      filter_upwards [self_mem_nhdsWithin,
        nhdsWithin_le_nhds (Metric.ball_mem_nhds (0 : ℝ) one_pos)] with t h0 h1
      exact ⟨by simpa [Real.dist_eq] using (Metric.mem_ball.mp h1).le, h0⟩
    refine tendsto_of_tendsto_of_tendsto_of_le_of_le' tendsto_const_nhds hu ?_ ?_
    · filter_upwards [hev] with t ⟨h1, h0⟩
      rw [le_div_iff₀ (by positivity)]
      linarith [(dispersion_error_bounds h1).1]
    · filter_upwards [hev] with t ⟨h1, h0⟩
      rw [div_le_iff₀ (by positivity)]
      linarith [(dispersion_error_bounds h1).2]

/-- At fixed nonzero wavenumber, the relative kinetic-energy error divided by `h²` tends to
`k²/12` as the mesh is refined. -/
theorem relative_energy_error {k : ℝ} (hk : k ≠ 0) :
    Tendsto (fun h => (energy h k - k ^ 2 / 2) / (k ^ 2 / 2) / h ^ 2)
      (𝓝[≠] 0) (𝓝 (k ^ 2 / 12)) := by
  have hne : ∀ᶠ h in 𝓝[≠] (0 : ℝ), h ≠ 0 := self_mem_nhdsWithin
  have hkh : Tendsto (fun h : ℝ => k * h) (𝓝[≠] 0) (𝓝[≠] 0) := by
    refine tendsto_nhdsWithin_iff.2 ⟨?_, hne.mono fun h hh => mul_ne_zero hk hh⟩
    have hc : Continuous (fun h : ℝ => k * h) := by fun_prop
    simpa using (hc.tendsto 0).mono_left nhdsWithin_le_nhds
  have hlim := (dispersion_overestimate.2.comp hkh).const_mul (k ^ 2)
  rw [show k ^ 2 * (1 / 12) = k ^ 2 / 12 by ring] at hlim
  refine hlim.congr' ?_
  filter_upwards [hne] with h hh
  simp only [Function.comp_apply, energy]
  generalize dispersion (k * h) = y
  field_simp

/-- At the zone boundary `t = π` the eigenvalue error is strictly smaller than `t⁴/12`. -/
theorem zone_boundary_error : dispersion π - π ^ 2 < π ^ 4 / 12 := by
  have h12 : dispersion π = 12 := by
    unfold dispersion
    rw [cos_pi]
    norm_num
  have h2 : 9 < π ^ 2 := by nlinarith [pi_gt_three]
  rw [h12]
  nlinarith

end

end LinearElementDispersion
```

```lean
#print axioms LinearElementDispersion.planeWave_eigen_iff
#print axioms LinearElementDispersion.relative_energy_error
#print axioms LinearElementDispersion.zone_boundary_error
```

```
'LinearElementDispersion.planeWave_eigen_iff' depends on axioms: [propext, Classical.choice, Quot.sound]
'LinearElementDispersion.relative_energy_error' depends on axioms: [propext, Classical.choice, Quot.sound]
'LinearElementDispersion.zone_boundary_error' depends on axioms: [propext, Classical.choice, Quot.sound]
```

## How the proof follows the derivation

**The eigenvalue.** `planeWave_neighbours` writes each shift by one node as multiplication by exp(±it) and adds the two. In `planeWave_eigen_iff`, the facts `hK` and `hM` evaluate the stencils on the wave, and `hE` is the relation between the two resulting factors. For the forward direction, the equation at node 0 is enough: the proof cancels the nonzero nodal value and then the nonzero overlap factor. For the converse, `linear_combination` multiplies `hE` by the nodal value at an arbitrary node.

**The cosine bounds.** `nonneg_of_slope` replaces integration by monotonicity: a function that is zero at the origin and has nonnegative slope for x ≥ 0 is nonnegative there. `cos_enclosure` applies it six times. The names `s3`, `c4`, `s5`, `c6`, `s7` and `c8` record whether sine or cosine is bounded and the degree of the polynomial. The final case distinction handles negative t by evenness.

**The error bounds.** `dispersion_error_bounds` clears the denominator, whose positivity is `two_add_cos_pos`, and multiplies the appropriate cosine bound by a nonnegative polynomial. The facts `a` and `b` are the comparisons t⁸ ≤ t⁶ and t¹² ≤ t¹⁰ used above, `c` and `d` say that t⁶ and t¹⁰ are nonnegative, and `linarith` combines them.

**The main theorem.** In the first part of `dispersion_overestimate`, `hs` is t² ≤ 10 and `hq` is the positivity of q, obtained from the product (10 − s)(s − 20)². The second part is the squeeze argument; `hev` restricts attention to nonzero t with |t| ≤ 1, where the error bounds apply.

**The remaining two theorems.** `relative_energy_error` composes the limit with h ↦ kh. The hypothesis k ≠ 0 ensures that kh is nonzero when h ≠ 0, and it also makes the relative error meaningful. `zone_boundary_error` evaluates f(π) = 12 and finishes with π > 3.
